# At fixed noise, the BAOAB Jacobian satisfies SᵀJS = cJ for symmetric Hessians and inverse mass

To measure how fast neighbouring Langevin trajectories separate, a program carries tangent vectors along with the positions and momenta, using the same random numbers for all of them. At each BAOAB step it can compare the symplectic product of two tangent vectors before and after. Up to rounding, the product after the step must be c times the product before, where c is the factor by which the friction substep scales the momenta. This holds for a conservative force that is differentiable where it is evaluated, and for one value of c shared by all momenta.

Let q be the positions and p the momenta of a system with n degrees of freedom, h the time step, W the inverse mass matrix and F(q) the force. The letter H, with or without an index, denotes a Hessian of the potential energy, not a Hamiltonian. In Lean, `n` is the finite set that labels the degrees of freedom, and their number is `Fintype.card n`.

```lean
import Mathlib

open Matrix

namespace BAOABConformal

noncomputable section

variable {n : Type*} [Fintype n] [DecidableEq n]
```

## The five substeps

A phase-space point is a real function on `n ⊕ n`, where `Sum.inl` labels positions and `Sum.inr` labels momenta. The half kick B changes only the momenta:

q′ = q,  p′ = p + (h/2) F(q)

The force is an arbitrary function of the positions and may be nonlinear.

```lean
/-- Half kick (B): the momenta change by half a time step `h` times the force `F` at the
current positions. -/
def kickStep (h : ℝ) (F : (n → ℝ) → n → ℝ) (z : n ⊕ n → ℝ) : n ⊕ n → ℝ :=
  Sum.elim (fun i => z (Sum.inl i))
    (fun i => z (Sum.inr i) + h / 2 * F (fun j => z (Sum.inl j)) i)
```

The half drift A moves the positions with velocity W p:

q′ = q + (h/2) W p,  p′ = p

```lean
/-- Half drift (A): the positions move for half a time step `h` with velocity `W p`, where `W`
is the inverse mass matrix. -/
def driftStep (h : ℝ) (W : Matrix n n ℝ) (z : n ⊕ n → ℝ) : n ⊕ n → ℝ :=
  Sum.elim (fun i => z (Sum.inl i) + h / 2 * (W *ᵥ fun j => z (Sum.inr j)) i)
    (fun i => z (Sum.inr i))
```

The substep O applies friction and noise:

q′ = q,  p′ = c p + ξ

For a friction rate γ one sets c = exp(−γh), and the temperature, the masses and c together fix the variance of ξ. Neither relation is needed here: c is any real number, and ξ is a given vector that does not depend on the phase-space point.

```lean
/-- Friction and noise (O): the momenta are scaled by `c` and receive the random kick `ξ`. -/
def frictionStep (c : ℝ) (ξ : n → ℝ) (z : n ⊕ n → ℝ) : n ⊕ n → ℝ :=
  Sum.elim (fun i => z (Sum.inl i)) (fun i => c * z (Sum.inr i) + ξ i)
```

A full step applies B, A, O, A, B in this order. In the nested expression the first substep stands innermost.

```lean
/-- One BAOAB step of Langevin dynamics for a given noise vector `ξ`. -/
def baoabStep (h c : ℝ) (W : Matrix n n ℝ) (F : (n → ℝ) → n → ℝ) (ξ : n → ℝ)
    (z : n ⊕ n → ℝ) : n ⊕ n → ℝ :=
  kickStep h F (driftStep h W (frictionStep c ξ (driftStep h W (kickStep h F z))))
```

## Their Jacobians

Write block matrices row by row, with a semicolon between the rows. If the force has derivative −H at q, a small displacement (δq, δp) passes through the half kick as

δq′ = δq,  δp′ = δp − (h/2) H δq

so the Jacobian is

K(H) = [ 1  0 ; −(h/2)H  1 ]

```lean
/-- Jacobian of the half kick, where `H` is the Hessian of the potential. -/
def kickJac (h : ℝ) (H : Matrix n n ℝ) : Matrix (n ⊕ n) (n ⊕ n) ℝ :=
  fromBlocks 1 0 (-((h / 2) • H)) 1
```

For the half drift, δq′ = δq + (h/2) W δp and δp′ = δp, which gives

D = [ 1  (h/2)W ; 0  1 ]

```lean
/-- Jacobian of the half drift with inverse mass matrix `W`. -/
def driftJac (h : ℝ) (W : Matrix n n ℝ) : Matrix (n ⊕ n) (n ⊕ n) ℝ :=
  fromBlocks 1 ((h / 2) • W) 0 1
```

In the friction substep the fixed noise drops out of the difference between neighbouring points:

O = [ 1  0 ; 0  c·1 ]

```lean
variable (n) in
/-- Jacobian of the friction step: momenta are scaled by `c`, positions are kept. -/
def frictionJac (c : ℝ) : Matrix (n ⊕ n) (n ⊕ n) ℝ :=
  fromBlocks 1 0 0 (c • 1)
```

The two kicks evaluate the force at different positions, so they carry different Hessians, H0 at the start and H1 at the end:

S = K(H1) D O D K(H0)

```lean
/-- The BAOAB Jacobian, with Hessian `H0` in the first kick and `H1` in the last. -/
def baoabJac (h c : ℝ) (W H0 H1 : Matrix n n ℝ) : Matrix (n ⊕ n) (n ⊕ n) ℝ :=
  kickJac h H1 * driftJac h W * frictionJac n c * driftJac h W * kickJac h H0
```

The symplectic matrix is

J = [ 0  1 ; −1  0 ]

and for tangent vectors u = (u_q, u_p) and v = (v_q, v_p) it gives the symplectic product uᵀJv = u_q·v_p − u_p·v_q.

```lean
variable (n) in
/-- The canonical symplectic matrix `J` of phase space. -/
def sympForm : Matrix (n ⊕ n) (n ⊕ n) ℝ :=
  fromBlocks 0 1 (-1) 0
```

A matrix S is conformally symplectic with factor c if SᵀJS = cJ. Equivalently, (Su)ᵀJ(Sv) = c uᵀJv for all u and v. The Lean name `IsConformal` refers to this scaling and not to the preservation of angles.

```lean
/-- `S` is conformally symplectic with factor `c`: it multiplies the symplectic form by `c`. -/
def IsConformal (c : ℝ) (S : Matrix (n ⊕ n) (n ⊕ n) ℝ) : Prop :=
  Sᵀ * sympForm n * S = c • sympForm n
```

## Tangents carried through one step

The matrices above were read off from the update rules, and the next four theorems confirm them. Let z(s) be a curve of phase-space points with tangent w at s = t. The chain rule for the force along the curve of positions gives

d/ds F(q(s)) = −H w_q

and the half kick therefore sends w to K(H) w. In the proof, `hasDerivAt_pi` splits the derivative into components, `comp_hasDerivAt` is the chain rule, and the two cases at the end are the position and momentum rows.

```lean
/-- If the force has derivative `-H` at the current position, the half kick carries the tangent
`w` of a curve of phase-space points to `kickJac h H` applied to `w`. -/
theorem kick_tangent {h t : ℝ} {F : (n → ℝ) → n → ℝ} {H : Matrix n n ℝ}
    {z : ℝ → n ⊕ n → ℝ} {w : n ⊕ n → ℝ} (hz : HasDerivAt z w t)
    (hF : HasFDerivAt F (LinearMap.toContinuousLinearMap (Matrix.mulVecLin (-H)))
      (fun i => z t (Sum.inl i))) :
    HasDerivAt (fun s => kickStep h F (z s)) (kickJac h H *ᵥ w) t := by
  have hc := hasDerivAt_pi.1 hz
  have hq : HasDerivAt (fun s i => z s (Sum.inl i)) (fun i => w (Sum.inl i)) t :=
    hasDerivAt_pi.2 fun i => hc (Sum.inl i)
  -- chain rule for the force along the curve of positions
  have hf := hasDerivAt_pi.1 (hF.comp_hasDerivAt t hq)
  refine hasDerivAt_pi.2 fun i => ?_
  rcases i with i | i
  · refine (hc (Sum.inl i)).congr_deriv ?_
    simp [kickJac, fromBlocks_mulVec]
  · refine ((hc (Sum.inr i)).fun_add ((hf i).const_mul (h / 2))).congr_deriv ?_
    simp [kickJac, fromBlocks_mulVec, neg_mulVec, smul_mulVec, Function.comp_def]
    ring
```

The drift is linear, so its tangent rule needs no assumption on the force:

w_q′ = w_q + (h/2) W w_p,  w_p′ = w_p

```lean
/-- The half drift carries the tangent `w` of a curve of phase-space points to `driftJac h W`
applied to `w`. -/
theorem drift_tangent {h t : ℝ} {W : Matrix n n ℝ}
    {z : ℝ → n ⊕ n → ℝ} {w : n ⊕ n → ℝ} (hz : HasDerivAt z w t) :
    HasDerivAt (fun s => driftStep h W (z s)) (driftJac h W *ᵥ w) t := by
  have hc := hasDerivAt_pi.1 hz
  have hp : HasDerivAt (fun s i => z s (Sum.inr i)) (fun i => w (Sum.inr i)) t :=
    hasDerivAt_pi.2 fun i => hc (Sum.inr i)
  have hv := hasDerivAt_pi.1
    ((LinearMap.toContinuousLinearMap (Matrix.mulVecLin W)).hasFDerivAt.comp_hasDerivAt t hp)
  refine hasDerivAt_pi.2 fun i => ?_
  rcases i with i | i
  · refine ((hc (Sum.inl i)).fun_add ((hv i).const_mul (h / 2))).congr_deriv ?_
    simp [driftJac, fromBlocks_mulVec, smul_mulVec, Function.comp_def]
  · refine (hc (Sum.inr i)).congr_deriv ?_
    simp [driftJac, fromBlocks_mulVec]
```

In the friction substep the derivative of c p + ξ along the curve is c w_p, because ξ is constant.

```lean
/-- For fixed noise, the friction step carries the tangent `w` of a curve of phase-space points
to `frictionJac n c` applied to `w`. -/
theorem friction_tangent {c t : ℝ} {ξ : n → ℝ}
    {z : ℝ → n ⊕ n → ℝ} {w : n ⊕ n → ℝ} (hz : HasDerivAt z w t) :
    HasDerivAt (fun s => frictionStep c ξ (z s)) (frictionJac n c *ᵥ w) t := by
  have hc := hasDerivAt_pi.1 hz
  refine hasDerivAt_pi.2 fun i => ?_
  rcases i with i | i
  · refine (hc (Sum.inl i)).congr_deriv ?_
    simp [frictionJac, fromBlocks_mulVec]
  · refine (((hc (Sum.inr i)).const_mul c).add_const (ξ i)).congr_deriv ?_
    simp [frictionJac, fromBlocks_mulVec, smul_mulVec]
```

Chaining the five rules gives

w ↦ K(H1) D O D K(H0) w = S w

The hypotheses `hF0` and `hF1` require the force to be differentiable at the initial and at the final position, the only two places where it is evaluated. The last kick leaves the positions alone, so the position reached after the second half drift is already the final one. Taking straight lines along the coordinate axes as curves shows that the columns of S are the partial derivatives of the step.

```lean
/-- If the force has derivative `-H0` at the initial and `-H1` at the final position, the BAOAB
step with fixed noise carries the tangent `w` of a curve of initial conditions to
`baoabJac h c W H0 H1` applied to `w`. -/
theorem baoab_tangent {h c t : ℝ} {W H0 H1 : Matrix n n ℝ} {F : (n → ℝ) → n → ℝ}
    {ξ : n → ℝ} {z : ℝ → n ⊕ n → ℝ} {w : n ⊕ n → ℝ} (hz : HasDerivAt z w t)
    (hF0 : HasFDerivAt F (LinearMap.toContinuousLinearMap (Matrix.mulVecLin (-H0)))
      (fun i => z t (Sum.inl i)))
    (hF1 : HasFDerivAt F (LinearMap.toContinuousLinearMap (Matrix.mulVecLin (-H1)))
      (fun i => baoabStep h c W F ξ (z t) (Sum.inl i))) :
    HasDerivAt (fun s => baoabStep h c W F ξ (z s)) (baoabJac h c W H0 H1 *ᵥ w) t := by
  have h1 := kick_tangent (h := h) hz hF0
  have h2 := drift_tangent (h := h) (W := W) h1
  have h3 := friction_tangent (c := c) (ξ := ξ) h2
  have h4 := drift_tangent (h := h) (W := W) h3
  -- the last half drift already reaches the final position
  have h5 := kick_tangent (h := h) (H := H1) h4 hF1
  exact h5.congr_deriv (by simp only [baoabJac, mulVec_mulVec, Matrix.mul_assoc])
```

## How the symplectic form scales

Suppose SᵀJS = cJ and TᵀJT = dJ, where S and T are for the moment any two matrices. Then

(ST)ᵀJ(ST) = Tᵀ(SᵀJS)T = c TᵀJT = cd J

The `calc` block has the same two stages: regroup the product, then insert the two assumptions.

```lean
/-- Conformal factors multiply when phase-space maps are composed. -/
theorem IsConformal.mul {c d : ℝ} {S T : Matrix (n ⊕ n) (n ⊕ n) ℝ}
    (hS : IsConformal c S) (hT : IsConformal d T) : IsConformal (c * d) (S * T) := by
  unfold IsConformal at *
  calc (S * T)ᵀ * sympForm n * (S * T) = Tᵀ * (Sᵀ * sympForm n * S) * T := by
        simp only [transpose_mul, Matrix.mul_assoc]
    _ = (c * d) • sympForm n := by
        rw [hS, Matrix.mul_smul, Matrix.smul_mul, hT, smul_smul]
```

For the half kick, block multiplication gives

JK = [ −(h/2)H  1 ; −1  0 ]

KᵀJK = [ (h/2)(Hᵀ − H)  1 ; −1  0 ]

This equals J when H is symmetric. The symmetry is assumed through `H.IsSymm`. Physically it stands for a conservative force, whose derivative is minus the matrix of second derivatives of a smooth potential.

```lean
/-- A half kick with symmetric Hessian has conformal factor 1. -/
theorem kick_conformal (h : ℝ) {H : Matrix n n ℝ} (hH : H.IsSymm) :
    IsConformal 1 (kickJac h H) := by
  simp [IsConformal, kickJac, sympForm, fromBlocks_transpose, fromBlocks_multiply, hH.eq]
```

For the half drift, the same calculation puts the difference in the other corner:

DᵀJD = [ 0  1 ; −1  (h/2)(Wᵀ − W) ]

A symmetric inverse mass matrix makes this J. The usual diagonal matrix of inverse masses qualifies.

```lean
/-- A half drift with symmetric inverse mass matrix has conformal factor 1. -/
theorem drift_conformal (h : ℝ) {W : Matrix n n ℝ} (hW : W.IsSymm) :
    IsConformal 1 (driftJac h W) := by
  simp [IsConformal, driftJac, sympForm, fromBlocks_transpose, fromBlocks_multiply, hW.eq]
```

The friction substep gives

OᵀJO = [ 0  c·1 ; −c·1  0 ] = cJ

The factors of the five substeps are 1, 1, c, 1, 1, and their product is c. For the determinant, every factor is block triangular, and the product of the determinants of the diagonal blocks is 1 for each kick and drift and cⁿ for the friction substep. Hence

SᵀJS = cJ,  det S = cⁿ

The theorem states both for any real h and c and any symmetric `W`, `H0`, `H1`. Its hypotheses `h0` and `h1` are the symmetry assumptions on the two Hessians, not time steps. Taking determinants on both sides of the first identity would give only (det S)² = c²ⁿ. The identity does fix the sign as well, but showing this takes a further argument, for instance with Pfaffians, so the determinant is computed directly from the factors. In the proof, `hO` is the friction calculation, repeated use of `IsConformal.mul` combines the five factors, and `simp` evaluates the determinants.

```lean
/-- For symmetric Hessians and inverse mass matrix, the BAOAB Jacobian `S` satisfies
`Sᵀ J S = c J`, and its determinant is `c` to the number of degrees of freedom. -/
theorem baoab_conformal (h c : ℝ) {W H0 H1 : Matrix n n ℝ}
    (hW : W.IsSymm) (h0 : H0.IsSymm) (h1 : H1.IsSymm) :
    IsConformal c (baoabJac h c W H0 H1) ∧
      (baoabJac h c W H0 H1).det = c ^ Fintype.card n := by
  constructor
  · -- only the friction step changes the symplectic form
    have hO : IsConformal c (frictionJac n c) := by
      simp [IsConformal, frictionJac, sympForm, fromBlocks_transpose, fromBlocks_multiply,
        fromBlocks_smul]
    have hD := drift_conformal h hW
    simpa only [one_mul, mul_one, baoabJac] using
      ((((kick_conformal h h1).mul hD).mul hO).mul hD).mul (kick_conformal h h0)
  · -- every factor is block triangular
    simp [baoabJac, kickJac, driftJac, frictionJac, det_mul, det_fromBlocks_zero₂₁]
```

For a numerical instance, take a harmonic oscillator in units where mass and force constant are 1, with h = 1 and c = 1/2. Then

DOD = [ 1  3/4 ; 0  1/2 ]

DOD K = [ 5/8  3/4 ; −1/4  1/2 ]

S = K DOD K = [ 5/8  3/4 ; −9/16  1/8 ]

The determinant is 5/64 + 27/64 = 1/2, which is c. For a single degree of freedom SᵀJS = (det S) J, so this number confirms both identities at once.

## Many steps with changing Hessians

Let H k be the Hessian at the position reached after k steps. The final kick of one step and the first kick of the next use the same position, so they share a Hessian. Writing S_N for the Jacobian of N steps and S(H N, H (N+1)) for the one-step Jacobian with these two Hessians, we have

S_0 = 1,  S_(N+1) = S(H N, H (N+1)) S_N

```lean
/-- Jacobian of `N` successive BAOAB steps, where `H k` is the Hessian at the position reached
after `k` steps. -/
def trajectoryJac (h c : ℝ) (W : Matrix n n ℝ) (H : ℕ → Matrix n n ℝ) :
    ℕ → Matrix (n ⊕ n) (n ⊕ n) ℝ
  | 0 => 1
  | N + 1 => baoabJac h c W (H N) (H (N + 1)) * trajectoryJac h c W H N
```

The identity matrix has factor 1 and determinant 1, and each further step multiplies the factor by c and the determinant by cⁿ. By induction,

S_NᵀJS_N = c^N J,  det S_N = (c^N)ⁿ

With c = exp(−γh), the symplectic product of two tangent vectors decays as exp(−γNh), whatever Hessians the trajectory meets. In the proof, `hstep` is the one-step theorem and `ih` the result for the first N steps.

```lean
/-- For symmetric Hessians and inverse mass matrix, `N` BAOAB steps multiply the symplectic form
by `c ^ N` and phase-space volume, with orientation, by `c ^ N` to the number of degrees of
freedom. -/
theorem trajectory_conformal (h c : ℝ) {W : Matrix n n ℝ} {H : ℕ → Matrix n n ℝ}
    (hW : W.IsSymm) (hH : ∀ k, (H k).IsSymm) (N : ℕ) :
    IsConformal (c ^ N) (trajectoryJac h c W H N) ∧
      (trajectoryJac h c W H N).det = (c ^ N) ^ Fintype.card n := by
  induction N with
  | zero => simp [trajectoryJac, IsConformal]
  | succ N ih =>
    have hstep := baoab_conformal h c hW (hH N) (hH (N + 1))
    constructor
    · rw [pow_succ']
      exact hstep.1.mul ih.1
    · rw [trajectoryJac, det_mul, hstep.2, ih.2, pow_succ', mul_pow]

end

end BAOABConformal
```

```lean
#print axioms BAOABConformal.baoab_tangent
#print axioms BAOABConformal.baoab_conformal
#print axioms BAOABConformal.trajectory_conformal
```

```
'BAOABConformal.baoab_tangent' depends on axioms: [propext, Classical.choice, Quot.sound]
'BAOABConformal.baoab_conformal' depends on axioms: [propext, Classical.choice, Quot.sound]
'BAOABConformal.trajectory_conformal' depends on axioms: [propext, Classical.choice, Quot.sound]
```

In this last theorem `H` is any sequence of symmetric matrices. To apply it to an actual run, one has to identify these matrices with the Hessians at the visited positions, and the product with the derivative of the N-step map. That link comes from using `baoab_tangent` once per step, each time with the noise vector of that step.

## Starting from a potential

The statement could also have been built on a twice continuously differentiable potential V, with F = −∇V and S defined as the derivative of the BAOAB map. The symmetry of H0 and H1 would then be a consequence of the smoothness of V, and the two matrices would disappear from the hypotheses. The present version keeps the algebra separate from the calculus, so the matrix identities apply to any symmetric H0 and H1, while the differentiability of the force enters only in the tangent theorems.
